# Photon recycling with constant cycle probabilities: external efficiency $\eta(1-p)/(1-\eta p)$ and mean lifetime $\tau/(1-\eta p)$

An electron-hole pair in a direct-gap semiconductor recombines and emits a photon inside the material. The photon may leave through the surface, or it may be absorbed on the way and create a new pair. That pair can emit again, so an absorbed photon is not necessarily lost. Each new pair, however, also runs the risk of recombining nonradiatively. How likely is the excitation to leave as light in the end, and how long does it stay in the material?

Let $\eta\in[0,1]$ be the internal efficiency, which is the probability that a pair recombines radiatively. Let $p\in[0,1)$ be the probability that an emitted photon is reabsorbed and creates a new pair. A cycle begins with an excited pair and ends in one of three ways:

- a photon is emitted and reabsorbed, with probability $\eta p$, and the next cycle begins;
- a photon is emitted and escapes, with probability $\eta(1-p)$;
- the pair recombines nonradiatively, with probability $1-\eta$.

Both $\eta$ and $p$ are the same in every cycle. The model therefore ignores changes of the spectrum and of the place of emission from one cycle to the next, and any dependence of $\eta$ on the carrier density. It also has no parasitic absorption, in which a photon disappears without creating a pair. The efficiencies count pairs and photons. Where the text says that the energy escapes or is lost, it means the excitation that is handed from pair to photon and back; heat released when a pair relaxes to the band edges before it recombines is not counted.

In the Lean file all these quantities are real numbers. The definitions accept any real `η` and `p`, and the theorems restrict them to the physical ranges by the hypotheses `hη0`, `hη1`, `hp0` and `hp1`.

```lean
import Mathlib

namespace PhotonRecycling

noncomputable section
```

## The probability of reaching cycle $k$

Cycles are counted from $k=0$, the cycle of the initially excited pair. Write $P_k$ for the probability that cycle $k$ is reached. The first cycle is certain, and each further one needs an emission followed by a reabsorption:

$$P_0=1,\qquad P_{k+1}=P_k\,\eta\,p .$$

The function `excited` is this recursion, so the definition describes the process and not yet its solution.

```lean
/-- Probability that an initially excited electron-hole pair reaches cycle `k`: each further cycle
needs radiative recombination (probability `η`) and reabsorption of the photon (probability `p`). -/
def excited (η p : ℝ) : ℕ → ℝ
  | 0 => 1
  | k + 1 => excited η p k * η * p
```

The photon escapes in cycle $k$ if that cycle is reached, the pair emits, and the photon is not reabsorbed. The probability is

$$E_k=P_k\,\eta(1-p).$$

```lean
/-- Probability that the energy leaves the material as a photon in cycle `k`. -/
def escaped (η p : ℝ) (k : ℕ) : ℝ := excited η p k * (η * (1 - p))
```

The energy is lost in cycle $k$ if that cycle is reached and the pair recombines nonradiatively:

$$L_k=P_k\,(1-\eta).$$

```lean
/-- Probability that the energy is lost by nonradiative recombination in cycle `k`. -/
def lost (η p : ℝ) (k : ℕ) : ℝ := excited η p k * (1 - η)
```

Escapes in different cycles exclude each other, so their probabilities add. The external efficiency is the total

$$\eta_{\mathrm{ext}}=\sum_{k=0}^{\infty}E_k .$$

It is the fraction of initially excited pairs whose energy eventually leaves as light. The symbol `∑'` in the definition denotes the value of the infinite sum; that the sum converges is shown further down.

```lean
/-- External efficiency: the probability that a photon escapes in any of the cycles. -/
def externalEfficiency (η p : ℝ) : ℝ := ∑' k, escaped η p k
```

The recursion multiplies by $\eta p$ at every step, which gives

$$P_k=(\eta p)^k .$$

For $k=0$ this is $1$. If it holds for $k$, then $P_{k+1}=(\eta p)^k\,\eta p=(\eta p)^{k+1}$. The Lean proof is the same induction, with `ring` collecting the powers.

```lean
/-- Cycle `k` is reached with probability `(η p) ^ k`. -/
theorem excited_eq (η p : ℝ) (k : ℕ) : excited η p k = (η * p) ^ k := by
  induction k with
  | zero => simp [excited]
  | succ k ih =>
    rw [excited, ih]
    ring
```

## Summing escape and loss

The geometric series needs a ratio below one. Since $\eta\le 1$ and $p\ge 0$,

$$\eta p\le p<1 .$$

```lean
/-- The probability of starting another cycle is below one. -/
theorem recycle_lt_one {η p : ℝ} (hη1 : η ≤ 1) (hp0 : 0 ≤ p) (hp1 : p < 1) :
    η * p < 1 :=
  lt_of_le_of_lt (mul_le_of_le_one_left hp0 hη1) hp1
```

With $P_k$ inserted, the escape probabilities form a geometric series with ratio $\eta p$:

$$\sum_{k=0}^{\infty}(\eta p)^k\,\eta(1-p)=\frac{\eta(1-p)}{1-\eta p}.$$

The statement `HasSum f s` says that the series with terms `f` converges and that its sum is `s`. The proof first rewrites `escaped` as a power times a constant. It then takes the geometric series from Mathlib, and `mul_right` multiplies it by the constant factor $\eta(1-p)$.

```lean
/-- The escape probabilities of all cycles add up to `η (1 - p) / (1 - η p)`. -/
theorem hasSum_escaped {η p : ℝ} (hη0 : 0 ≤ η) (hη1 : η ≤ 1) (hp0 : 0 ≤ p) (hp1 : p < 1) :
    HasSum (escaped η p) (η * (1 - p) / (1 - η * p)) := by
  have f : escaped η p = fun k => (η * p) ^ k * (η * (1 - p)) := by
    funext k
    rw [escaped, excited_eq]
  rw [f, div_eq_inv_mul]
  exact (hasSum_geometric_of_lt_one (mul_nonneg hη0 hp0)
    (recycle_lt_one hη1 hp0 hp1)).mul_right _
```

The losses have the same ratio and a different constant factor:

$$\sum_{k=0}^{\infty}(\eta p)^k(1-\eta)=\frac{1-\eta}{1-\eta p}.$$

The two numerators add up to $\eta(1-p)+(1-\eta)=1-\eta p$, so the two totals add up to one: the energy ends up either outside as light or lost inside.

```lean
/-- The nonradiative losses of all cycles add up to `(1 - η) / (1 - η p)`. -/
theorem hasSum_lost {η p : ℝ} (hη0 : 0 ≤ η) (hη1 : η ≤ 1) (hp0 : 0 ≤ p) (hp1 : p < 1) :
    HasSum (lost η p) ((1 - η) / (1 - η * p)) := by
  have f : lost η p = fun k => (η * p) ^ k * (1 - η) := by
    funext k
    rw [lost, excited_eq]
  rw [f, div_eq_inv_mul]
  exact (hasSum_geometric_of_lt_one (mul_nonneg hη0 hp0)
    (recycle_lt_one hη1 hp0 hp1)).mul_right _
```

## The external efficiency does not exceed the internal one

The sum of the escape probabilities is the external efficiency, hence

$$\eta_{\mathrm{ext}}=\frac{\eta(1-p)}{1-\eta p}.$$

To compare it with $\eta$, multiply by the positive denominator. The claim $\eta_{\mathrm{ext}}\le\eta$ becomes $\eta(1-p)\le\eta(1-\eta p)$, and the difference of the two sides is

$$\eta(1-\eta p)-\eta(1-p)=\eta p(1-\eta)\ge 0 .$$

For $\eta=p=0.9$ the external efficiency is $0.09/0.19\approx 0.47$. The probability of escape in the first cycle is only $\eta(1-p)=0.09$, and later cycles supply the rest. The result still lies well below $0.9$, because every reabsorption exposes the energy to nonradiative recombination again.

The theorem states the formula and the bound together. In the proof, `tsum_eq` turns the convergent series into the value of `externalEfficiency`, `div_le_iff₀` clears the denominator, and `nlinarith` receives the nonnegative product $\eta p(1-\eta)$ as a hint.

```lean
/-- With photon recycling the external efficiency is `η (1 - p) / (1 - η p)`, and it does not
exceed the internal efficiency `η`. -/
theorem externalEfficiency_eq_and_le {η p : ℝ} (hη0 : 0 ≤ η) (hη1 : η ≤ 1)
    (hp0 : 0 ≤ p) (hp1 : p < 1) :
    externalEfficiency η p = η * (1 - p) / (1 - η * p) ∧ externalEfficiency η p ≤ η := by
  have h : externalEfficiency η p = η * (1 - p) / (1 - η * p) :=
    (hasSum_escaped hη0 hη1 hp0 hp1).tsum_eq
  refine ⟨h, ?_⟩
  have hpos : 0 < 1 - η * p := sub_pos.mpr (recycle_lt_one hη1 hp0 hp1)
  rw [h, div_le_iff₀ hpos]
  -- the difference of the two sides is `η p (1 - η)`
  nlinarith [mul_nonneg (mul_nonneg hη0 hp0) (sub_nonneg.mpr hη1)]
```

The bound relies on $\eta\le 1$. For $\eta=3/2$ and $p=1/2$ the ratio is $3/4$, so the series still converges, but its sum is $(3/4)/(1/4)=3$, which is larger than $\eta$.

The same difference decides when nothing is lost by reabsorption. Equality means $\eta p(1-\eta)=0$, so one of the three factors vanishes:

$$\eta_{\mathrm{ext}}=\eta\quad\Longleftrightarrow\quad \eta=0\ \text{ or }\ \eta=1\ \text{ or }\ p=0 .$$

The first case is a material that emits no light. In the second, every pair recombines radiatively, and each photon escapes in the end however often it is reabsorbed. In the third, every emitted photon leaves at once. In Lean, `linear_combination` brings the equation into product form, and `mul_eq_zero` is applied twice to separate the factors. For the converse, each of the three values is inserted.

```lean
/-- The external efficiency equals the internal one exactly when the material emits no light,
has no nonradiative loss, or reabsorbs no photon. -/
theorem externalEfficiency_eq_internal_iff {η p : ℝ} (hη0 : 0 ≤ η) (hη1 : η ≤ 1)
    (hp0 : 0 ≤ p) (hp1 : p < 1) :
    externalEfficiency η p = η ↔ η = 0 ∨ η = 1 ∨ p = 0 := by
  have hne : 1 - η * p ≠ 0 := (sub_pos.mpr (recycle_lt_one hη1 hp0 hp1)).ne'
  rw [(externalEfficiency_eq_and_le hη0 hη1 hp0 hp1).1, div_eq_iff hne]
  constructor
  · intro h
    have h0 : η * (p * (1 - η)) = 0 := by linear_combination (-1) * h
    rcases mul_eq_zero.mp h0 with h1 | h1
    · exact Or.inl h1
    · rcases mul_eq_zero.mp h1 with h2 | h2
      · exact Or.inr (Or.inr h2)
      · exact Or.inr (Or.inl (by linarith))
  · rintro (h | h | h) <;> rw [h] <;> ring
```

This criterion needs $p<1$. For $\eta=1$ and $p=1$ every photon is reabsorbed and every $E_k$ is zero, so the external efficiency is $0$ although the internal one is $1$.

## Counting the cycles

Energy that leaves or is lost in cycle $k$ has gone through $k+1$ cycles. The mean time therefore involves a series with the weight $k+1$. Let $0\le r<1$. Writing $k\,r^k$ as $k$ equal terms $r^k$ and exchanging the order of summation, which is allowed for nonnegative terms, gives

$$\sum_{k=0}^{\infty}k\,r^k=\sum_{j=1}^{\infty}\sum_{k=j}^{\infty}r^k=\sum_{j=1}^{\infty}\frac{r^j}{1-r}=\frac{r}{(1-r)^2}.$$

Adding the geometric series yields

$$\sum_{k=0}^{\infty}(k+1)r^k=\frac{r}{(1-r)^2}+\frac{1}{1-r}=\frac{1}{(1-r)^2}.$$

The Lean proof takes the first series from Mathlib and adds the geometric one. The equation `e` combines the two fractions, and `f` splits the weight $k+1$ into $k$ and $1$.

```lean
/-- The series of `(k + 1) r ^ k`, which counts cycles, sums to `1 / (1 - r) ^ 2`. -/
theorem hasSum_cycles {r : ℝ} (h0 : 0 ≤ r) (h1 : r < 1) :
    HasSum (fun k : ℕ => ((k : ℝ) + 1) * r ^ k) ((1 - r)⁻¹ ^ 2) := by
  have hn : ‖r‖ < 1 := by rwa [Real.norm_of_nonneg h0]
  have hne : 1 - r ≠ 0 := (sub_pos.mpr h1).ne'
  have h := (hasSum_coe_mul_geometric_of_norm_lt_one hn).add (hasSum_geometric_of_lt_one h0 h1)
  have e : r / (1 - r) ^ 2 + (1 - r)⁻¹ = (1 - r)⁻¹ ^ 2 := by
    field_simp
    ring
  have f : (fun k : ℕ => ((k : ℝ) + 1) * r ^ k) = fun k : ℕ => (k : ℝ) * r ^ k + r ^ k := by
    funext k
    ring
  rw [e] at h
  rw [f]
  exact h
```

## The mean time until the energy has escaped or been lost

Let $\tau$ be the mean duration of one cycle, taken to be the same for every cycle and for each of its three outcomes. Energy that stops circulating in cycle $k$ has then spent $(k+1)\tau$ in the material on average. The probability that this happens in cycle $k$ is

$$E_k+L_k=(\eta p)^k\bigl(\eta(1-p)+1-\eta\bigr)=(\eta p)^k(1-\eta p).$$

Using the previous series with $r=\eta p$, the mean time is

$$\sum_{k=0}^{\infty}(k+1)\tau\,(E_k+L_k)=\frac{\tau(1-\eta p)}{(1-\eta p)^2}=\frac{\tau}{1-\eta p}.$$

For $\eta=p=0.9$ this is about $5.3\,\tau$.

The theorem expresses the mean as this weighted sum. It does not introduce random waiting times, so the duration $\tau$ enters as a given average. The sign of `τ` is left free, since the algebra does not depend on it; physically it is positive. In the proof, `f` is the rewriting of $E_k+L_k$, and `e` cancels one factor $1-\eta p$.

```lean
/-- If each cycle lasts `τ` on average, the mean time until the energy has escaped or been lost
is `τ / (1 - η p)`. -/
theorem hasSum_lifetime {η p : ℝ} (τ : ℝ) (hη0 : 0 ≤ η) (hη1 : η ≤ 1)
    (hp0 : 0 ≤ p) (hp1 : p < 1) :
    HasSum (fun k : ℕ => ((k : ℝ) + 1) * τ * (escaped η p k + lost η p k))
      (τ / (1 - η * p)) := by
  have hlt := recycle_lt_one hη1 hp0 hp1
  have hne : 1 - η * p ≠ 0 := (sub_pos.mpr hlt).ne'
  have h := (hasSum_cycles (mul_nonneg hη0 hp0) hlt).mul_right (τ * (1 - η * p))
  -- the process ends in cycle `k` with probability `(η p) ^ k (1 - η p)`
  have f : (fun k : ℕ => ((k : ℝ) + 1) * τ * (escaped η p k + lost η p k)) =
      fun k : ℕ => ((k : ℝ) + 1) * (η * p) ^ k * (τ * (1 - η * p)) := by
    funext k
    rw [escaped, lost, excited_eq]
    ring
  have e : (1 - η * p)⁻¹ ^ 2 * (τ * (1 - η * p)) = τ / (1 - η * p) := by
    field_simp
  rw [e] at h
  rw [f]
  exact h
```

For $\eta=1$ there is no nonradiative loss, all $L_k$ vanish, and the mean time becomes the mean time until the photon escapes:

$$\sum_{k=0}^{\infty}(k+1)\tau\,p^k(1-p)=\frac{\tau}{1-p}.$$

The Lean proof specialises the previous theorem to `η = 1` and simplifies the loss terms to zero.

```lean
/-- For internal efficiency one, the mean time until the photon escapes is `τ / (1 - p)`. -/
theorem hasSum_escape_time {p : ℝ} (τ : ℝ) (hp0 : 0 ≤ p) (hp1 : p < 1) :
    HasSum (fun k : ℕ => ((k : ℝ) + 1) * τ * escaped 1 p k) (τ / (1 - p)) := by
  have h := hasSum_lifetime τ zero_le_one le_rfl hp0 hp1
  simpa only [lost, sub_self, mul_zero, add_zero, one_mul] using h
```

## Recycling as a reduced radiative rate

The efficiency and the cycle time can both be expressed by rates. Let a pair recombine nonradiatively at the rate $A\ge 0$ and radiatively at the rate $B>0$, both constant and measured in inverse time. Here $B$ is the rate for one pair, not a coefficient that is multiplied by a carrier density. If the flight time of the photon is neglected, a cycle lasts as long as the pair lives, and

$$\tau=\frac{1}{A+B},\qquad \eta=\frac{B}{A+B}.$$

For competing processes with constant rates, the mean waiting time does not depend on which process occurs, so the assumption about $\tau$ is met. The denominator becomes

$$1-\eta p=\frac{A+B-pB}{A+B}=\frac{A+(1-p)B}{A+B},$$

and the mean time is

$$\frac{\tau}{1-\eta p}=\frac{1}{A+(1-p)B}.$$

This is the lifetime of a pair without recycling whose radiative rate is $(1-p)B$ in place of $B$. In device simulation, recycling can accordingly enter the mean lifetime as a factor $1-p$ on the radiative rate, as long as the rates are constant and a single reabsorption probability describes the whole device.

The Lean theorem inserts these expressions for `τ` and `η` into the general lifetime result. Its first steps check that $A+B$ and $A+(1-p)B$ are positive and that $B/(A+B)\le 1$. The equations `e1` and `e2` are the two displayed simplifications.

```lean
/-- For a nonradiative rate `A` and a radiative rate `B`, the mean time until the energy has
escaped or been lost is `1 / (A + (1 - p) B)`. -/
theorem hasSum_lifetime_rates {A B p : ℝ} (hA : 0 ≤ A) (hB : 0 < B)
    (hp0 : 0 ≤ p) (hp1 : p < 1) :
    HasSum (fun k : ℕ => ((k : ℝ) + 1) * (1 / (A + B)) *
      (escaped (B / (A + B)) p k + lost (B / (A + B)) p k)) (1 / (A + (1 - p) * B)) := by
  have hAB : 0 < A + B := by linarith
  have hq : 0 < A + (1 - p) * B := by
    have := mul_pos (sub_pos.mpr hp1) hB
    linarith
  have hη1 : B / (A + B) ≤ 1 := by
    rw [div_le_iff₀ hAB]
    linarith
  have h := hasSum_lifetime (1 / (A + B)) (div_nonneg hB.le hAB.le) hη1 hp0 hp1
  have hne := hAB.ne'
  have hqne := hq.ne'
  have e1 : 1 - B / (A + B) * p = (A + (1 - p) * B) / (A + B) := by
    field_simp
    ring
  have e2 : 1 / (A + B) / ((A + (1 - p) * B) / (A + B)) = 1 / (A + (1 - p) * B) := by
    field_simp
  rw [e1, e2] at h
  exact h

end

end PhotonRecycling
```

```lean
#print axioms PhotonRecycling.externalEfficiency_eq_and_le
#print axioms PhotonRecycling.externalEfficiency_eq_internal_iff
#print axioms PhotonRecycling.hasSum_escape_time
#print axioms PhotonRecycling.hasSum_lifetime_rates
```

```
'PhotonRecycling.externalEfficiency_eq_and_le' depends on axioms: [propext, Classical.choice, Quot.sound]
'PhotonRecycling.externalEfficiency_eq_internal_iff' depends on axioms: [propext, Classical.choice, Quot.sound]
'PhotonRecycling.hasSum_escape_time' depends on axioms: [propext, Classical.choice, Quot.sound]
'PhotonRecycling.hasSum_lifetime_rates' depends on axioms: [propext, Classical.choice, Quot.sound]
```
